# The CABS splitting of the projector onto an orbital-plus-auxiliary span, for jointly independent real bases

Basis functions enter as columns of real matrices, expanded in finitely many coordinates of an underlying orthonormal basis, so that the overlap of two functions is the dot product of their columns. The orbital basis is $A$ ($n\times m$), the auxiliary basis is $B$ ($n\times k$), and $A^TA$ is the orbital overlap matrix. In Lean `n`, `m`, `k` are finite index types, possibly empty, and a vector is a function `n → ℝ`.

```lean
import Mathlib

open Matrix

namespace CabsProjector

noncomputable section

variable {n m k : Type*} [Fintype n] [Fintype m] [Fintype k]
  [DecidableEq m] [DecidableEq k]

/-- The `j`-th column of `A`, a basis function expanded in the `n` underlying coordinates. -/
def column (A : Matrix n m ℝ) (j : m) : n → ℝ := fun i => A i j

/-- The columns of `A` are linearly independent. -/
def IndepCols (A : Matrix n m ℝ) : Prop := LinearIndependent ℝ (column A)

/-- The subspace spanned by the columns of `A`. -/
def colSpan (A : Matrix n m ℝ) : Submodule ℝ (n → ℝ) := Submodule.span ℝ (Set.range (column A))
```

The matrix $P=A(A^TA)^{-1}A^T$ is `proj A`. Mathlib sets the inverse of a singular matrix to zero, so `proj A` is always defined, and invertibility is proved wherever the formula is to be a projector.

```lean
/-- The matrix `A (AᵀA)⁻¹ Aᵀ` built from a basis `A` and its overlap matrix `AᵀA`. -/
def proj (A : Matrix n m ℝ) : Matrix n n ℝ := A * (Aᵀ * A)⁻¹ * Aᵀ
```

An orthogonal projector onto a subspace $W$ is a matrix $Q$ with $Q^T=Q$, $Q^2=Q$ and range $W$.

```lean
/-- `Q` is the orthogonal projector onto `W`: symmetric, idempotent, with range `W`. -/
structure IsOrthProjOnto (Q : Matrix n n ℝ) (W : Submodule ℝ (n → ℝ)) : Prop where
  transpose_eq : Qᵀ = Q
  idem : Q * Q = Q
  mem_iff : ∀ v, v ∈ W ↔ ∃ u, Q *ᵥ u = v
```

## Independence and the overlap matrix

With $a_j$ the columns of $A$ and $x$ a coefficient vector, $\sum_j x_ja_j=Ax$. Independence therefore means $Ax=0\Rightarrow x=0$, and the span is $\{Ax\}$. Both proofs establish this identity as `h` and combine it with Mathlib's finite-sum characterisations of linear independence and of membership in a span.

```lean
omit [Fintype n] [DecidableEq m] in
/-- The columns of `A` are independent exactly when `A x = 0` forces `x = 0`. -/
theorem indepCols_iff (A : Matrix n m ℝ) : IndepCols A ↔ ∀ x, A *ᵥ x = 0 → x = 0 := by
  have h : ∀ x : m → ℝ, ∑ j, x j • column A j = A *ᵥ x := by
    intro x; ext i; simp [column, mulVec, dotProduct, Finset.sum_apply, mul_comm]
  rw [IndepCols, Fintype.linearIndependent_iff]
  constructor
  · intro H x hx
    funext j
    exact H x ((h x).trans hx) j
  · intro H x hx j
    exact congrFun (H x ((h x).symm.trans hx)) j

omit [Fintype n] [DecidableEq m] in
/-- A vector lies in the span of the columns of `A` exactly when it has the form `A x`. -/
theorem mem_colSpan (A : Matrix n m ℝ) (v : n → ℝ) : v ∈ colSpan A ↔ ∃ x, A *ᵥ x = v := by
  have h : ∀ x : m → ℝ, ∑ j, x j • column A j = A *ᵥ x := by
    intro x; ext i; simp [column, mulVec, dotProduct, Finset.sum_apply, mul_comm]
  rw [colSpan, Submodule.mem_span_range_iff_exists_fun]
  simp only [h]
```

A square matrix is invertible (`IsUnit`) exactly when its kernel is trivial. If $Ax=0$, then $A^TAx=0$, so invertibility forces $x=0$. Conversely, $A^TAx=0$ gives $|Ax|^2=x^TA^TAx=0$ (`hsq`), hence $Ax=0$, and independence gives $x=0$.

```lean
/-- The overlap matrix `AᵀA` is invertible exactly when the columns of `A` are independent. -/
theorem gram_isUnit_iff (A : Matrix n m ℝ) : IsUnit (Aᵀ * A) ↔ IndepCols A := by
  rw [indepCols_iff, Matrix.isUnit_iff_isUnit_det, isUnit_iff_ne_zero, Ne,
    ← Matrix.exists_mulVec_eq_zero_iff]
  constructor
  · intro h x hx
    by_contra hne
    exact h ⟨x, hne, by rw [← mulVec_mulVec, hx, mulVec_zero]⟩
  · rintro h ⟨x, hne, hx⟩
    apply hne
    apply h
    -- the squared length of `A x` is `xᵀ (AᵀA) x`
    have hsq : (A *ᵥ x) ⬝ᵥ (A *ᵥ x) = x ⬝ᵥ (Aᵀ * A) *ᵥ x := by
      rw [← mulVec_mulVec, dotProduct_mulVec x, vecMul_transpose]
    rw [hx, dotProduct_zero] at hsq
    exact dotProduct_self_eq_zero.mp hsq
```

For independent columns, $PA=A(A^TA)^{-1}(A^TA)=A$ (`hPA`). Symmetry of $A^TA$ gives $P^T=P$, and $P^2=(PA)(A^TA)^{-1}A^T=P$. Every $Ax$ equals $P(Ax)$, and for any vector $u$, $Pu$ is $A$ applied to $(A^TA)^{-1}A^Tu$, so the range is the span.

```lean
/-- For independent columns, `P = A (AᵀA)⁻¹ Aᵀ` is the orthogonal projector onto their span,
and `P A = A`. -/
theorem proj_isOrthProj {A : Matrix n m ℝ} (hA : IndepCols A) :
    IsOrthProjOnto (proj A) (colSpan A) ∧ proj A * A = A := by
  have hu := (Matrix.isUnit_iff_isUnit_det _).mp ((gram_isUnit_iff A).mpr hA)
  have hPA : proj A * A = A := by
    rw [proj, Matrix.mul_assoc, Matrix.mul_assoc, nonsing_inv_mul _ hu, Matrix.mul_one]
  refine ⟨⟨?_, ?_, fun v => ?_⟩, hPA⟩
  · simp only [proj, transpose_mul, transpose_nonsing_inv, transpose_transpose, Matrix.mul_assoc]
  · calc proj A * proj A = (proj A * A) * (Aᵀ * A)⁻¹ * Aᵀ := by
          simp only [proj, Matrix.mul_assoc]
      _ = proj A := by rw [hPA, proj]
  · rw [mem_colSpan]
    constructor
    · rintro ⟨x, rfl⟩
      exact ⟨A *ᵥ x, by rw [mulVec_mulVec, hPA]⟩
    · rintro ⟨u, rfl⟩
      exact ⟨((Aᵀ * A)⁻¹ * Aᵀ) *ᵥ u, by simp only [mulVec_mulVec, proj, Matrix.mul_assoc]⟩
```

## The complementary functions

Removing the orbital component from each auxiliary function gives $R=(1-P)B$, whose columns span the complementary auxiliary basis set (CABS) space. They are in general neither normalised nor mutually orthogonal.

```lean
variable [DecidableEq n]

/-- The complementary auxiliary functions `R = (1 - P) B` with `P = A (AᵀA)⁻¹ Aᵀ`. -/
def residual (A : Matrix n m ℝ) (B : Matrix n k ℝ) : Matrix n k ℝ := (1 - proj A) * B
```

Transposing $PA=A$ gives $A^TP=A^T$ (`hAP`), so $A^TR=(A^T-A^TP)B=0$. Further, $(1-P)^T(1-P)=1-2P+P^2=1-P$ (`hQ`), so $R^TR=B^T(1-P)B=B^TB-B^TPB$.

```lean
omit [Fintype k] [DecidableEq k] in
/-- For `A` with independent columns, the columns of `R` are orthogonal to those of `A`, and
their overlap matrix is `RᵀR = BᵀB - BᵀPB`. -/
theorem residual_orthogonal {A : Matrix n m ℝ} (hA : IndepCols A) (B : Matrix n k ℝ) :
    Aᵀ * residual A B = 0 ∧ (residual A B)ᵀ * residual A B = Bᵀ * B - Bᵀ * proj A * B := by
  obtain ⟨hP, hPA⟩ := proj_isOrthProj hA
  constructor
  · have hAP : Aᵀ * proj A = Aᵀ := by
      have := congrArg transpose hPA
      rwa [transpose_mul, hP.transpose_eq] at this
    rw [residual, ← Matrix.mul_assoc, Matrix.mul_sub, Matrix.mul_one, hAP, sub_self,
      Matrix.zero_mul]
  · -- `1 - P` is symmetric and idempotent
    have hQ : (1 - proj A)ᵀ * (1 - proj A) = 1 - proj A := by
      rw [transpose_sub, transpose_one, hP.transpose_eq]
      calc (1 - proj A) * (1 - proj A) = 1 - proj A - proj A + proj A * proj A := by
            noncomm_ring
        _ = 1 - proj A := by rw [hP.idem]; abel
    calc (residual A B)ᵀ * residual A B = Bᵀ * (((1 - proj A)ᵀ * (1 - proj A)) * B) := by
          simp only [residual, transpose_mul, Matrix.mul_assoc]
      _ = Bᵀ * B - Bᵀ * proj A * B := by
          rw [hQ]
          simp only [Matrix.sub_mul, Matrix.one_mul, Matrix.mul_sub, Matrix.mul_assoc]
```

Joint independence is independence of the columns of $C=[A\;B]$, written `fromCols A B`. A coefficient vector $(x,y)$ is `Sum.elim x y`, and $C(x,y)=Ax+By$ (`hf`). Physically, the condition says that neither basis is redundant in itself and that no nonzero combination of auxiliary functions lies in the orbital space.

Let $A$ have independent columns. By the overlap criterion, $R^TR$ is invertible exactly when $Ry=0\Rightarrow y=0$. If that holds and $Ax+By=0$, applying $1-P$ removes $Ax$ (`hQA`) and leaves $Ry=0$, so $y=0$, then $Ax=0$ and $x=0$. Conversely, put $M=(A^TA)^{-1}A^TB$, so that $R=B-AM$ (`hR`). Then $Ry=0$ reads $A(-My)+By=0$, and joint independence gives $y=0$.

```lean
/-- For `A` with independent columns, `RᵀR` is invertible exactly when the columns of `A` and
`B` are jointly independent. -/
theorem residual_gram_isUnit_iff {A : Matrix n m ℝ} (hA : IndepCols A) (B : Matrix n k ℝ) :
    IsUnit ((residual A B)ᵀ * residual A B) ↔ IndepCols (fromCols A B) := by
  have hf : ∀ x y, fromCols A B *ᵥ Sum.elim x y = A *ᵥ x + B *ᵥ y := by
    intro x y; ext i; simp [mulVec, dotProduct, fromCols, Fintype.sum_sum_type]
  rw [gram_isUnit_iff, indepCols_iff, indepCols_iff]
  constructor
  · intro h z hz
    obtain ⟨x, y, rfl⟩ : ∃ x y, z = Sum.elim x y :=
      ⟨fun i => z (Sum.inl i), fun j => z (Sum.inr j), by funext i; cases i <;> rfl⟩
    rw [hf] at hz
    -- applying `1 - P` to `A x + B y = 0` removes `A x` and leaves `R y = 0`
    have hQA : (1 - proj A) * A = 0 := by
      rw [Matrix.sub_mul, Matrix.one_mul, (proj_isOrthProj hA).2, sub_self]
    have hy : residual A B *ᵥ y = 0 := by
      have := congrArg (fun v => (1 - proj A) *ᵥ v) hz
      simp only [mulVec_add, mulVec_mulVec, hQA, zero_mulVec, zero_add, mulVec_zero] at this
      exact this
    have hy0 := h y hy
    rw [hy0, mulVec_zero, add_zero] at hz
    rw [hy0, (indepCols_iff A).mp hA x hz]
    funext i
    cases i <;> rfl
  · intro h y hy
    -- `R y` is `B y` minus a combination of columns of `A`
    have hR : residual A B = B - A * ((Aᵀ * A)⁻¹ * Aᵀ * B) := by
      simp only [residual, proj, Matrix.sub_mul, Matrix.one_mul, Matrix.mul_assoc]
    have := h (Sum.elim (-(((Aᵀ * A)⁻¹ * Aᵀ * B) *ᵥ y)) y) (by
      rw [hf, mulVec_neg, mulVec_mulVec, ← hy, hR, sub_mulVec]; abel)
    funext j
    exact congrFun this (Sum.inr j)
```

## The sum of the two projectors

Write $P_R=R(R^TR)^{-1}R^T$, which is `proj (residual A B)`. Under the single hypothesis of joint independence, `cabs_projector` states that $A^TA$ and $R^TR$ are invertible, that $PP_R=0$, and that $P+P_R$ is the orthogonal projector onto the span of all columns of $A$ and $B$.

Setting $y=0$ shows that $A$ has independent columns (`hA`); $R^TR$ is then invertible, so $P$ and $P_R$ are both projectors and $P_RR=R$. The product
$$PP_R=A(A^TA)^{-1}\,(A^TR)\,(R^TR)^{-1}R^T=0$$
vanishes (`hPS`), and its transpose gives $P_RP=0$ (`hSP`). Hence $(P+P_R)^2=P+P_R$, and the sum is symmetric. Next, $P_RA=P_RPA=0$ (`hSA`) and $P_RB=P_R(PB+R)=R$ (`hSB`), so
$$(P+P_R)A=A,\qquad (P+P_R)B=PB+R=B,$$
and every $Ax+By$ lies in the range. Conversely, $Pu=Ax$ and $P_Ru=Ry$ for some $x,y$, so $(P+P_R)u=A(x-My)+By$ lies in the joint span; these are the coefficients supplied in the last `refine`.

```lean
/-- If the columns of `A` and `B` are jointly independent, then `AᵀA` and `RᵀR` are invertible,
`P` times `R (RᵀR)⁻¹ Rᵀ` vanishes, and their sum is the orthogonal projector onto the span of all
columns of `A` and `B`. -/
theorem cabs_projector {A : Matrix n m ℝ} {B : Matrix n k ℝ} (h : IndepCols (fromCols A B)) :
    IsUnit (Aᵀ * A) ∧ IsUnit ((residual A B)ᵀ * residual A B) ∧
      proj A * proj (residual A B) = 0 ∧
      IsOrthProjOnto (proj A + proj (residual A B)) (colSpan (fromCols A B)) := by
  have hf : ∀ x y, fromCols A B *ᵥ Sum.elim x y = A *ᵥ x + B *ᵥ y := by
    intro x y; ext i; simp [mulVec, dotProduct, fromCols, Fintype.sum_sum_type]
  have hA : IndepCols A := by
    rw [indepCols_iff]
    intro x hx
    have := (indepCols_iff _).mp h (Sum.elim x 0) (by rw [hf, hx, mulVec_zero, add_zero])
    funext i
    exact congrFun this (Sum.inl i)
  have hRu := (residual_gram_isUnit_iff hA B).mpr h
  obtain ⟨hP, hPA⟩ := proj_isOrthProj hA
  obtain ⟨hS, hSR⟩ := proj_isOrthProj ((gram_isUnit_iff _).mp hRu)
  -- the cross terms vanish because `AᵀR = 0`
  have hPS : proj A * proj (residual A B) = 0 := by
    calc proj A * proj (residual A B) = A * (Aᵀ * A)⁻¹ * (Aᵀ * residual A B) *
          (((residual A B)ᵀ * residual A B)⁻¹ * (residual A B)ᵀ) := by
          simp only [proj, Matrix.mul_assoc]
      _ = 0 := by rw [(residual_orthogonal hA B).1, Matrix.mul_zero, Matrix.zero_mul]
  have hSP : proj (residual A B) * proj A = 0 := by
    have := congrArg transpose hPS
    rwa [transpose_mul, hP.transpose_eq, hS.transpose_eq, transpose_zero] at this
  -- the sum fixes the columns of `A` and of `B = P B + R`
  have hSA : proj (residual A B) * A = 0 := by
    calc proj (residual A B) * A = proj (residual A B) * (proj A * A) := by rw [hPA]
      _ = 0 := by rw [← Matrix.mul_assoc, hSP, Matrix.zero_mul]
  have hB : proj A * B + residual A B = B := by
    simp only [residual, Matrix.sub_mul, Matrix.one_mul]; abel
  have hSB : proj (residual A B) * B = residual A B := by
    calc proj (residual A B) * B = proj (residual A B) * (proj A * B + residual A B) := by
          rw [hB]
      _ = residual A B := by
          rw [Matrix.mul_add, ← Matrix.mul_assoc, hSP, Matrix.zero_mul, zero_add, hSR]
  have hR : residual A B = B - A * ((Aᵀ * A)⁻¹ * Aᵀ * B) := by
    simp only [residual, proj, Matrix.sub_mul, Matrix.one_mul, Matrix.mul_assoc]
  refine ⟨(gram_isUnit_iff A).mpr hA, hRu, hPS, ?_, ?_, fun v => ?_⟩
  · rw [transpose_add, hP.transpose_eq, hS.transpose_eq]
  · rw [Matrix.add_mul, Matrix.mul_add, Matrix.mul_add, hP.idem, hS.idem, hPS, hSP, add_zero,
      zero_add]
  · rw [mem_colSpan]
    constructor
    · rintro ⟨z, rfl⟩
      obtain ⟨x, y, rfl⟩ : ∃ x y, z = Sum.elim x y :=
        ⟨fun i => z (Sum.inl i), fun j => z (Sum.inr j), by funext i; cases i <;> rfl⟩
      refine ⟨A *ᵥ x + B *ᵥ y, ?_⟩
      rw [hf, mulVec_add, mulVec_mulVec, mulVec_mulVec, Matrix.add_mul, Matrix.add_mul, hPA,
        hSA, hSB, hB, add_zero]
    · rintro ⟨u, rfl⟩
      obtain ⟨x, hx⟩ := (mem_colSpan _ _).mp ((hP.mem_iff _).mpr ⟨u, rfl⟩)
      obtain ⟨y, hy⟩ := (mem_colSpan _ _).mp ((hS.mem_iff _).mpr ⟨u, rfl⟩)
      refine ⟨Sum.elim (x - ((Aᵀ * A)⁻¹ * Aᵀ * B) *ᵥ y) y, ?_⟩
      rw [hf, add_mulVec, ← hx, ← hy, hR, mulVec_sub, mulVec_mulVec, sub_mulVec]
      abel
```

Let $Q_1,Q_2$ be orthogonal projectors onto the same $W$. Each $Q_1u$ equals $Q_2w$ for some $w$, so $Q_2Q_1u=Q_2^2w=Q_1u$, that is $Q_2Q_1=Q_1$, and likewise $Q_1Q_2=Q_2$ (`key`). Then $Q_1=Q_1^T=(Q_2Q_1)^T=Q_1Q_2=Q_2$.

```lean
/-- Two orthogonal projectors onto the same subspace are equal. -/
theorem IsOrthProjOnto.unique {Q₁ Q₂ : Matrix n n ℝ} {W : Submodule ℝ (n → ℝ)}
    (h₁ : IsOrthProjOnto Q₁ W) (h₂ : IsOrthProjOnto Q₂ W) : Q₁ = Q₂ := by
  have key : ∀ M N : Matrix n n ℝ, IsOrthProjOnto M W → IsOrthProjOnto N W → N * M = M := by
    intro M N hM hN
    refine Matrix.toLin'.injective (LinearMap.ext fun u => ?_)
    obtain ⟨w, hw⟩ := (hN.mem_iff _).mp ((hM.mem_iff _).mpr ⟨u, rfl⟩)
    rw [Matrix.toLin'_apply, Matrix.toLin'_apply, ← mulVec_mulVec, ← hw, mulVec_mulVec, hN.idem]
  calc Q₁ = (Q₂ * Q₁)ᵀ := by rw [key _ _ h₁ h₂, h₁.transpose_eq]
    _ = Q₂ := by rw [transpose_mul, h₁.transpose_eq, h₂.transpose_eq, key _ _ h₂ h₁]
```

Both $C(C^TC)^{-1}C^T$ and $P+P_R$ project orthogonally onto the span of $C$, so they coincide.

```lean
/-- For jointly independent columns and the union basis `C = [A B]`, the matrix
`C (CᵀC)⁻¹ Cᵀ` equals `P + R (RᵀR)⁻¹ Rᵀ`. -/
theorem proj_fromCols {A : Matrix n m ℝ} {B : Matrix n k ℝ} (h : IndepCols (fromCols A B)) :
    proj (fromCols A B) = proj A + proj (residual A B) :=
  (proj_isOrthProj h).1.unique (cabs_projector h).2.2.2
```

In the CABS variant of explicitly correlated (F12-type) methods the one-electron identity is approximated by the projector onto the span of the union of orbital and auxiliary bases, and this result splits that projector into an orbital part and an orthogonal complement, for finite real bases with exactly independent functions. Joint independence is assumed and not derived. The theorems say nothing about near-dependent bases and thresholds for discarding functions, the orthonormalisation of $R$, complex functions, or how well $P+P_R$ approximates the identity.

## Two non-orthogonal vectors in three dimensions

Take $A=(1,1,0)^T$ and $B=(1,0,1)^T$, with $A^TB=1$. The second and third components of $xA+yB=0$ give $x=0$ and $y=0$ (`h1`, `h2`, at Lean's zero-based rows `1` and `2`). The theorem below covers independence and $A^TB\neq0$; the numbers that follow here are ordinary arithmetic and were not put through the kernel.

Since $A^TA=2$, $PB=(\tfrac12,\tfrac12,0)^T$ and $R=(\tfrac12,-\tfrac12,1)^T$. Then $A^TR=0$ and $R^TR=\tfrac32=2-\tfrac12=B^TB-B^TPB$; the normalised complementary function is $(1,-1,2)^T/\sqrt6$. The sum is
$$P+P_R=\frac12\begin{pmatrix}1&1&0\\1&1&0\\0&0&0\end{pmatrix}+\frac16\begin{pmatrix}1&-1&2\\-1&1&-2\\2&-2&4\end{pmatrix}=\frac13\begin{pmatrix}2&1&1\\1&2&-1\\1&-1&2\end{pmatrix},$$
which equals $1-\nu\nu^T$ for the unit normal $\nu=(1,-1,-1)^T/\sqrt3$ of the plane spanned by $A$ and $B$.

```lean
/-- The columns `(1, 1, 0)` and `(1, 0, 1)` are jointly independent and not orthogonal. -/
theorem indepCols_witness :
    IndepCols (fromCols (!![1; 1; 0] : Matrix (Fin 3) (Fin 1) ℝ)
      (!![1; 0; 1] : Matrix (Fin 3) (Fin 1) ℝ)) ∧
    (!![1; 1; 0] : Matrix (Fin 3) (Fin 1) ℝ)ᵀ * (!![1; 0; 1] : Matrix (Fin 3) (Fin 1) ℝ) ≠ 0 := by
  constructor
  · rw [indepCols_iff]
    intro z hz
    have h1 : z (Sum.inl 0) = 0 := by
      simpa [mulVec, dotProduct, fromCols, Fintype.sum_sum_type, vecHead] using congrFun hz 1
    have h2 : z (Sum.inr 0) = 0 := by
      simpa [mulVec, dotProduct, fromCols, Fintype.sum_sum_type, vecHead] using congrFun hz 2
    funext i
    rcases i with i | i <;> obtain rfl : i = 0 := Subsingleton.elim _ _
    · exact h1
    · exact h2
  · intro h
    have := congrFun (congrFun h 0) 0
    simp [Matrix.mul_apply, Fin.sum_univ_succ] at this

end

end CabsProjector
```

```lean
#print axioms CabsProjector.cabs_projector
#print axioms CabsProjector.proj_fromCols
```

```
'CabsProjector.cabs_projector' depends on axioms: [propext, Classical.choice, Quot.sound]
'CabsProjector.proj_fromCols' depends on axioms: [propext, Classical.choice, Quot.sound]
```
